# Diagonalising a real symmetric matrix by an orthogonal matrix of eigenvectors

For every real symmetric matrix `A` of finite size, the theorem states that there are a real matrix `U` with `U * Uᵀ = 1` and real numbers `d j` such that `A * U = U * diagonal d`, each `d j` being an eigenvalue of `A`. In physics, `A` could be a real Hamiltonian written in a finite orthonormal basis; the columns of `U` are then normalised, mutually orthogonal stationary states, and the `d j` are their energies. The proof regards `A` as a Hermitian matrix and takes `U` and `d` from Mathlib's eigenvectors and eigenvalues. To show that no column of `U` is zero, as an eigenvector must not be, it supposes that column `j` vanishes and looks for a contradiction in the `j`-th diagonal entry of `Uᵀ * U = 1`.

As first written in Lean, the proof fails:

```lean
import Mathlib

open Matrix Filter Topology

namespace ExistsNormalModes

variable {n m : Type*} [Fintype n] [Fintype m]

/-- The number `u` is an eigenvalue of the real matrix `A`: some nonzero vector `v`
satisfies `A v = u v`. -/
def IsEigenvalue (A : Matrix n n ℝ) (u : ℝ) : Prop :=
  ∃ v : n → ℝ, v ≠ 0 ∧ A *ᵥ v = u • v

/-- A real symmetric matrix has an orthogonal matrix `U` whose columns are eigenvectors,
with eigenvalues `d`. -/
theorem exists_normal_modes [DecidableEq n] {A : Matrix n n ℝ} (hA : A.IsSymm) :
    ∃ (U : Matrix n n ℝ) (d : n → ℝ),
      U * Uᵀ = 1 ∧ A * U = U * diagonal d ∧ ∀ j, IsEigenvalue A (d j) := by
  have hH : A.IsHermitian := by
    rw [Matrix.IsHermitian, conjTranspose_eq_transpose_of_trivial]
    exact hA
  obtain ⟨U, hU, hcol⟩ : ∃ U : Matrix n n ℝ, U ∈ Matrix.unitaryGroup n ℝ ∧
      ∀ j, A *ᵥ (fun k => U k j) = hH.eigenvalues j • (fun k => U k j) :=
    ⟨hH.eigenvectorUnitary, hH.eigenvectorUnitary.2, fun j => hH.mulVec_eigenvectorBasis j⟩
  have h1 : U * Uᵀ = 1 := by
    have h := Matrix.mem_unitaryGroup_iff.1 hU
    rwa [star_eq_conjTranspose, conjTranspose_eq_transpose_of_trivial] at h
  refine ⟨U, hH.eigenvalues, h1, ?_, fun j => ⟨fun k => U k j, ?_, hcol j⟩⟩
  · ext i j
    have h : ∑ k, A i k * U k j = hH.eigenvalues j * U i j := congrFun (hcol j) i
    rw [Matrix.mul_apply, Matrix.mul_diagonal, h, mul_comm]
  · -- a column of an orthogonal matrix has length one
    intro h0
    have hk : ∀ k, U k j = 0 := fun k => congrFun h0 k
    have h := congrFun (congrFun (mul_eq_one_comm.1 h1) j) j
    simp [Matrix.mul_apply, hk] at h

end ExistsNormalModes
```

Messages:

```
Main.lean:35:23: error: Application type mismatch: The argument
  congrFun (mul_eq_one_comm.mp ?m.281) j
has type
  (?m.278 * ?m.277) j = 1 j
but is expected to have type
  ?m.268 = ?m.269
in the application
  congrFun (congrFun (mul_eq_one_comm.mp ?m.281) j)
Main.lean:18:73: error: stuck at solving universe constraint
  ?u.156 + 1 =?= imax (u_1 + 1) ?u.154
while trying to unify
  Eq.{imax (u_1 + 1) ?u.154} (HMul.hMul.{?u.156, ?u.156, ?u.156} ?m.278 ?m.277) (OfNat.ofNat.{?u.156} 1) : Prop
with
  Eq.{?u.156 + 1} (HMul.hMul.{?u.156, ?u.156, ?u.156} ?m.278 ?m.277) (OfNat.ofNat.{?u.156} 1) : Prop
Main.lean:18:70: error: stuck at solving universe constraint
  ?u.156 + 1 =?= imax (u_1 + 1) ?u.154
while trying to unify
  Eq.{imax (u_1 + 1) ?u.154} (HMul.hMul.{?u.156, ?u.156, ?u.156} ?m.278 ?m.277) (OfNat.ofNat.{?u.156} 1) : Prop
with
  Eq.{?u.156 + 1} (HMul.hMul.{?u.156, ?u.156, ?u.156} ?m.278 ?m.277) (OfNat.ofNat.{?u.156} 1) : Prop
```

Diagnosis. All three messages come from the line that reads off this diagonal entry with two nested uses of `congrFun`, which turns an equality of functions into an equality of their values. The first message shows `mul_eq_one_comm.mp ?m.281`: Lean had not yet used `h1`, so the factors of the product, `?m.278` and `?m.277`, were still unknown. Without their type, Lean could not settle that the product, applied to `j`, is again a function, as the outer `congrFun` needs. The other two messages, placed at the `:= by` that opens the proof, report the universe constraint left unsolved by the same attempt; the theorem's statement is not at fault.

The repair first states `h2 : Uᵀ * U = 1`, which tells Lean the matrices before `mul_eq_one_comm` is applied. It then writes out the equality of the `j`, `j` entries as `h` and proves it by rewriting with `h2`, so `congrFun` is no longer needed on this product. The closing `simp` is unchanged.

This version goes through:

```diff
@@ -33,5 +33,6 @@
     intro h0
     have hk : ∀ k, U k j = 0 := fun k => congrFun h0 k
-    have h := congrFun (congrFun (mul_eq_one_comm.1 h1) j) j
+    have h2 : Uᵀ * U = 1 := mul_eq_one_comm.1 h1
+    have h : (Uᵀ * U) j j = (1 : Matrix n n ℝ) j j := by rw [h2]
     simp [Matrix.mul_apply, hk] at h
 
```
